# The Fermi window damps a cosine in energy by the factor $X/\sinh X$

Let $f(x)=1/(1+e^x)$ be the Fermi function of the reduced energy $x$, and let $w=f(1-f)$ be its thermal window. The area under $w$ follows from a change of variable. Since $1-f=e^x/(1+e^x)$,

$$f'(x)=-\frac{e^x}{(1+e^x)^2}=-w(x).$$

Take the occupation $u=f(x)$ as the variable. It falls from 1 to 0 as $x$ runs over the line, and $du=-w\,dx$, so

$$\int_{-\infty}^{\infty} w(x)\,dx=\int_0^1 du=1 .$$

The same substitution handles an oscillating integrand. For real $t\neq0$ the result is

$$\int_{-\infty}^{\infty}\cos(tx)\,f(x)\bigl(1-f(x)\bigr)\,dx=\frac{\pi t}{\sinh \pi t}.$$

## From the occupation variable to Gamma reflection

Solving $u=f(x)$ for the energy gives $e^x=(1-u)/u$, hence $e^{itx}=u^{-it}(1-u)^{it}$. With $B(r,s)=\int_0^1u^{r-1}(1-u)^{s-1}du$,

$$\int_{-\infty}^{\infty} w(x)e^{itx}dx=\int_0^1u^{-it}(1-u)^{it}du=B(1-it,1+it).$$

The Beta–Gamma relation, with $\Gamma(2)=1$, turns this into $\Gamma(1-it)\,\Gamma(1+it)$. For $t\ne0$ the recursion gives $\Gamma(1+it)=it\,\Gamma(it)$, and reflection gives

$$it\,\Gamma(it)\Gamma(1-it)=\frac{it\,\pi}{\sin(i\pi t)}=\frac{it\,\pi}{i\sinh\pi t}=\frac{\pi t}{\sinh\pi t}.$$

Multiplying by $e^{ia}$, with $a$ real, and taking real parts yields

$$\int_{-\infty}^{\infty} w(x)\cos(tx+a)\,dx=\frac{\pi t}{\sinh\pi t}\cos a .$$

The choice $a=0$ is the stated integral.

Now let $E$ be the energy, $\mu$ the chemical potential and $\beta>0$ the inverse temperature in inverse energy units. The oscillation to be averaged is $\cos(\omega E+\varphi)$, with real constants $\omega$ and $\varphi$; here $\omega$ is an inverse energy, not a frequency in time. The occupation is $f(\beta(E-\mu))$, and minus its energy derivative is $\beta\,w(\beta(E-\mu))$. Setting $E=\mu+x/\beta$ gives $dE=dx/\beta$ and $\omega E+\varphi=(\omega/\beta)x+\omega\mu+\varphi$. With $t=\omega/\beta$, $a=\omega\mu+\varphi$ and $X=\pi\omega/\beta$, for $\omega\neq0$,

$$\int_{-\infty}^{\infty}\left(-\frac{\partial f}{\partial E}\right)\cos(\omega E+\varphi)\,dE=\frac{X}{\sinh X}\cos(\omega\mu+\varphi).$$

For $X>0$ we have $\sinh X>X$, and for $X<0$ we have $\sinh X<X<0$. The factor therefore lies strictly between 0 and 1. As $X\to0$ it tends to 1, in agreement with the unit area found above.

For non-interacting electrons at fixed $\mu$, this is the thermal reduction of one harmonic of the oscillating grand potential, or of the magnetisation derived from it. Two conditions apply: $\mu$ lies many $k_BT$ above the bottom of the spectrum, and across the thermal window the amplitude of the harmonic is nearly constant and its phase nearly linear in energy. The integral may then be extended to the whole line with a constant amplitude and a linear phase. If the Landau levels are evenly spaced by $\hbar\omega_c$, the $p$-th harmonic has $\omega=2\pi p/(\hbar\omega_c)$, and with $\beta=1/(k_BT)$ this gives $X=2\pi^2p\,k_BT/(\hbar\omega_c)$. The cosine itself is taken as given: the amplitude, the scattering factor and the spin factor of the Lifshitz–Kosevich formula have to be supplied separately.

## Occupation, window and damping factor in Lean

```lean
import Mathlib

open MeasureTheory Set
open scoped Real

namespace LifshitzKosevich

noncomputable section
```

All three definitions are real functions of a real variable. The first two use the reduced energy $x=\beta(E-\mu)$.

```lean
/-- The Fermi function of the reduced energy `x`, measured from the chemical potential. -/
def fermi (x : ℝ) : ℝ := 1 / (1 + Real.exp x)

/-- The thermal window `f (1 - f)` around the chemical potential. -/
def thermalWindow (x : ℝ) : ℝ := fermi x * (1 - fermi x)

/-- The Lifshitz-Kosevich thermal factor `X / sinh X`, for `X ≠ 0`. -/
def thermalDamping (X : ℝ) : ℝ := X / Real.sinh X
```

Lean evaluates `thermalDamping 0` as $0/0=0$, whereas the limit is 1. This is where $t\neq0$ matters: at $t=0$ the cosine integral is the area 1, but the right-hand side would be 0.

## The occupation as a change of variables

The hole occupation comes first, followed by the positivity of $f$, $1-f$ and $w$.

```lean
/-- The hole occupation is `exp x / (1 + exp x)`. -/
theorem one_sub_fermi (x : ℝ) : 1 - fermi x = Real.exp x / (1 + Real.exp x) := by
  have hne : 1 + Real.exp x ≠ 0 := by positivity
  rw [fermi, eq_div_iff hne, sub_mul, one_div, inv_mul_cancel₀ hne]
  ring

private lemma fermi_pos (x : ℝ) : 0 < fermi x := by
  unfold fermi
  positivity

private lemma hole_pos (x : ℝ) : 0 < 1 - fermi x := by
  rw [one_sub_fermi]
  positivity

private lemma window_pos (x : ℝ) : 0 < thermalWindow x :=
  mul_pos (fermi_pos x) (hole_pos x)
```

The quotient rule gives $f'=-w$.

```lean
/-- The slope of the Fermi function is minus the thermal window. -/
theorem hasDerivAt_fermi (x : ℝ) : HasDerivAt fermi (-thermalWindow x) x := by
  have hne : 1 + Real.exp x ≠ 0 := by positivity
  have key : HasDerivAt fermi _ x :=
    (hasDerivAt_const x (1 : ℝ)).fun_div ((Real.hasDerivAt_exp x).const_add 1) hne
  refine key.congr_deriv ?_
  rw [thermalWindow, one_sub_fermi, fermi, div_mul_div_comm, ← neg_div]
  congr 1 <;> ring
```

The substitution also needs $f$ to be injective with image $(0,1)$. For the image, the proof supplies the preimage $\log((1-u)/u)$ of each $u$.

```lean
private lemma fermi_injective : Function.Injective fermi := by
  intro x y h
  simpa [fermi] using h

private lemma fermi_image : fermi '' univ = Ioo 0 1 := by
  ext u
  constructor
  · rintro ⟨x, -, rfl⟩
    exact ⟨fermi_pos x, by linarith [hole_pos x]⟩
  · rintro ⟨h0, h1⟩
    refine ⟨Real.log ((1 - u) / u), mem_univ _, ?_⟩
    have h : 1 + (1 - u) / u = 1 / u := by
      rw [sub_div, div_self h0.ne']
      ring
    rw [fermi, Real.exp_log (div_pos (by linarith) h0), h, one_div_one_div]
```

Mathlib's change-of-variables theorem uses the absolute value of the derivative. Here $|f'|=w$, so the reversed orientation leaves no sign behind.

```lean
private lemma integral_subst (g : ℝ → ℂ) :
    ∫ u in Ioo (0 : ℝ) 1, g u = ∫ x, thermalWindow x • g (fermi x) := by
  have h := integral_image_eq_integral_abs_deriv_smul MeasurableSet.univ
    (fun x _ => (hasDerivAt_fermi x).hasDerivWithinAt) fermi_injective.injOn g
  simpa only [fermi_image, setIntegral_univ, abs_neg, abs_of_pos (window_pos _)] using h
```

The companion theorem for integrability carries the constant function 1 on $(0,1)$ back to $w$ on the whole line.

```lean
/-- The thermal window is integrable over all energies. -/
theorem integrable_thermalWindow : Integrable thermalWindow := by
  have h1 : IntegrableOn (fun _ : ℝ => (1 : ℝ)) (fermi '' univ) := by
    rw [fermi_image]
    exact (continuous_const.integrableOn_Icc).mono_set Ioo_subset_Icc_self
  have h := (integrableOn_image_iff_integrableOn_abs_deriv_smul MeasurableSet.univ
    (fun x _ => (hasDerivAt_fermi x).hasDerivWithinAt) fermi_injective.injOn _).1 h1
  simpa only [integrableOn_univ, abs_neg, abs_of_pos (window_pos _), smul_eq_mul,
    mul_one] using h
```

## The Beta integral and its value

The next theorem holds for every real $t$, zero included. After the substitution the two integrands are compared point by point. Both bases, $f$ and $1-f$, are positive, so the complex powers can be written as exponentials of real logarithms. The identity `hlog`, $\log(1-f)-\log f=x$, then matches the exponents.

```lean
/-- With the occupation as integration variable, the Fourier integral of the thermal window
is a Beta integral. -/
theorem fourier_eq_beta (t : ℝ) :
    ∫ x : ℝ, (thermalWindow x : ℂ) * Complex.exp (Complex.I * t * x) =
      Complex.betaIntegral (1 - Complex.I * t) (1 + Complex.I * t) := by
  rw [Complex.betaIntegral, intervalIntegral.integral_of_le zero_le_one,
    integral_Ioc_eq_integral_Ioo, integral_subst]
  refine integral_congr_ae (.of_forall fun x => ?_)
  change (thermalWindow x : ℂ) * Complex.exp (Complex.I * t * x) =
    thermalWindow x • ((fermi x : ℂ) ^ (1 - Complex.I * t - 1) *
      (1 - (fermi x : ℂ)) ^ (1 + Complex.I * t - 1))
  -- the reduced energy is the logarithm of the hole-to-electron ratio
  have hlog : Real.log (1 - fermi x) - Real.log (fermi x) = x := by
    have hne : 1 + Real.exp x ≠ 0 := by positivity
    rw [← Real.log_div (hole_pos x).ne' (fermi_pos x).ne', one_sub_fermi, fermi,
      div_div_div_cancel_right₀ hne, div_one, Real.log_exp]
  have hlogC : (Real.log (1 - fermi x) : ℂ) - (Real.log (fermi x) : ℂ) = (x : ℂ) := by
    rw [← Complex.ofReal_sub, hlog]
  have e1 : 1 - (fermi x : ℂ) = ((1 - fermi x : ℝ) : ℂ) := by simp
  rw [e1, Complex.cpow_def_of_ne_zero (Complex.ofReal_ne_zero.2 (fermi_pos x).ne'),
    Complex.cpow_def_of_ne_zero (Complex.ofReal_ne_zero.2 (hole_pos x).ne'),
    ← Complex.ofReal_log (fermi_pos x).le, ← Complex.ofReal_log (hole_pos x).le,
    ← Complex.exp_add, Complex.real_smul]
  congr 2
  linear_combination (-(Complex.I * t)) * hlogC
```

The evaluation follows the calculation by hand. In the proof, `h` is the Beta–Gamma relation, `hg` is the recursion, which uses $it\neq0$, and `hsin` converts the sine into a hyperbolic sine. The `calc` block applies reflection and cancels the factor $i$.

```lean
/-- Gamma reflection evaluates the Beta integral as `π t / sinh (π t)`. -/
theorem beta_eq_damping {t : ℝ} (ht : t ≠ 0) :
    Complex.betaIntegral (1 - Complex.I * t) (1 + Complex.I * t) =
      (thermalDamping (π * t) : ℂ) := by
  have hne : Complex.I * (t : ℂ) ≠ 0 :=
    mul_ne_zero Complex.I_ne_zero (Complex.ofReal_ne_zero.2 ht)
  have h := Complex.Gamma_mul_Gamma_eq_betaIntegral (s := 1 - Complex.I * t)
    (t := 1 + Complex.I * t) (by simp) (by simp)
  have hs : (1 - Complex.I * t) + (1 + Complex.I * t) = 1 + 1 := by ring
  rw [hs, Complex.Gamma_add_one 1 one_ne_zero, Complex.Gamma_one, mul_one, one_mul] at h
  have hg : Complex.Gamma (1 + Complex.I * t) =
      Complex.I * t * Complex.Gamma (Complex.I * t) := by
    rw [add_comm, Complex.Gamma_add_one _ hne]
  have hsin : Complex.sin (π * (Complex.I * t)) = Complex.sinh (π * t) * Complex.I := by
    rw [← Complex.sin_mul_I]
    congr 1
    ring
  calc _ = Complex.Gamma (1 - Complex.I * t) * Complex.Gamma (1 + Complex.I * t) := h.symm
    _ = Complex.I * t *
        (Complex.Gamma (Complex.I * t) * Complex.Gamma (1 - Complex.I * t)) := by
      rw [hg]
      ring
    _ = Complex.I * t * (π / (Complex.sinh (π * t) * Complex.I)) := by
      rw [Complex.Gamma_mul_Gamma_one_sub, hsin]
    _ = (π * t * Complex.I) / (Complex.sinh (π * t) * Complex.I) := by ring
    _ = _ := by
      rw [mul_div_mul_right _ _ Complex.I_ne_zero, thermalDamping]
      push_cast
      rfl
```

## Real parts and the cosine integral

For nonzero `t` and any real phase `a`, the theorem below says that averaging $\cos(tx+a)$ over the window gives $\cos a$ times the damping factor. The function `F` is the complex wave $e^{ia}w(x)e^{itx}$. Its modulus is $w$, so it is integrable, and this allows the real part to be taken outside the integral.

```lean
/-- Averaging an oscillation of phase `a` over the thermal window multiplies its value at the
chemical potential by the thermal factor. -/
theorem integral_window_cos {t : ℝ} (ht : t ≠ 0) (a : ℝ) :
    ∫ x, thermalWindow x * Real.cos (t * x + a) = thermalDamping (π * t) * Real.cos a := by
  let F : ℝ → ℂ := fun x =>
    Complex.exp (Complex.I * a) * ((thermalWindow x : ℂ) * Complex.exp (Complex.I * t * x))
  have hf : Continuous fermi :=
    continuous_iff_continuousAt.2 fun x => (hasDerivAt_fermi x).continuousAt
  have hw : Continuous thermalWindow := hf.mul (continuous_const.sub hf)
  have he : Continuous fun x : ℝ => Complex.exp (Complex.I * t * x) := by fun_prop
  have hF : Continuous F :=
    continuous_const.mul ((Complex.continuous_ofReal.comp hw).mul he)
  have hint : Integrable F := by
    refine integrable_thermalWindow.mono' hF.aestronglyMeasurable (.of_forall fun x => ?_)
    simp [F, Complex.norm_exp, abs_of_pos (window_pos x)]
  -- the cosine is the real part of a complex wave
  have hre : ∀ x, thermalWindow x * Real.cos (t * x + a) = Complex.reCLM (F x) := by
    intro x
    have h : F x = (thermalWindow x : ℂ) *
        Complex.exp (((t * x + a : ℝ) : ℂ) * Complex.I) := by
      have harg : ((t * x + a : ℝ) : ℂ) * Complex.I =
          Complex.I * a + Complex.I * t * x := by
        push_cast
        ring
      rw [harg, Complex.exp_add]
      ring
    rw [h, Complex.reCLM_apply, Complex.re_ofReal_mul, Complex.exp_ofReal_mul_I_re]
  have hval : ∫ x, F x = Complex.exp (Complex.I * a) * (thermalDamping (π * t) : ℂ) := by
    rw [← beta_eq_damping ht, ← fourier_eq_beta]
    exact integral_const_mul _ _
  calc _ = ∫ x, Complex.reCLM (F x) := integral_congr_ae (.of_forall hre)
    _ = Complex.reCLM (∫ x, F x) := Complex.reCLM.integral_comp_comm hint
    _ = _ := by
      rw [hval, Complex.reCLM_apply, mul_comm (Complex.exp _), Complex.re_ofReal_mul,
        mul_comm Complex.I, Complex.exp_ofReal_mul_I_re]
```

Setting `a` to zero and unfolding the definitions gives the integral in its original form.

```lean
/-- The cosine transform of `f (1 - f)` at nonzero `t` is `π t / sinh (π t)`. -/
theorem integral_cos_fermi {t : ℝ} (ht : t ≠ 0) :
    ∫ x, Real.cos (t * x) * (fermi x * (1 - fermi x)) = π * t / Real.sinh (π * t) := by
  have h := integral_window_cos ht 0
  simp only [add_zero, Real.cos_zero, mul_one] at h
  simp only [mul_comm (Real.cos _)]
  exact h
```

## Finite temperature in energy units

The hypotheses are `0 < β` and `ω ≠ 0`, while `μ` and `φ` are arbitrary real numbers. The weight is written with `deriv`, so it is minus the energy derivative of the occupation itself and not a separately postulated window. The chemical potential is a constant: any dependence of $\mu$ on temperature or field has to be inserted afterwards.

Inside the proof, `scale` performs the shift by $\mu$ and the rescaling by $\beta$. The chain rule gives `hd`, and `harg` restores the phase $\omega E+\varphi$.

```lean
/-- Lifshitz-Kosevich damping: at inverse temperature `β` and chemical potential `μ`, the
average of `cos (ω E + φ)` with weight `-∂f/∂E` is its value at `μ` times `X / sinh X`,
where `X = π ω / β`. -/
theorem lifshitz_kosevich {β ω : ℝ} (hβ : 0 < β) (hω : ω ≠ 0) (μ φ : ℝ) :
    ∫ E, -deriv (fun ε => fermi (β * (ε - μ))) E * Real.cos (ω * E + φ) =
      thermalDamping (π * (ω / β)) * Real.cos (ω * μ + φ) := by
  -- passage from energy to reduced energy
  have scale : ∀ G : ℝ → ℝ, ∫ E, β * G (β * (E - μ)) = ∫ x, G x := by
    intro G
    calc _ = β * ∫ E, G (β * (E - μ)) := integral_const_mul _ _
      _ = β * ∫ E, G (β * E) :=
        congrArg (β * ·) (integral_sub_right_eq_self (fun E => G (β * E)) μ)
      _ = β * (|β⁻¹| • ∫ x, G x) := by rw [Measure.integral_comp_mul_left G β]
      _ = _ := by
        rw [abs_of_pos (inv_pos.2 hβ), smul_eq_mul, mul_inv_cancel_left₀ hβ.ne']
  rw [← integral_window_cos (div_ne_zero hω hβ.ne') (ω * μ + φ)]
  refine Eq.trans ?_
    (scale fun x => thermalWindow x * Real.cos (ω / β * x + (ω * μ + φ)))
  refine integral_congr_ae (.of_forall fun E => ?_)
  change -deriv (fun ε => fermi (β * (ε - μ))) E * Real.cos (ω * E + φ) =
    β * (thermalWindow (β * (E - μ)) *
      Real.cos (ω / β * (β * (E - μ)) + (ω * μ + φ)))
  have hin : HasDerivAt (fun ε => β * (ε - μ)) (β * 1) E :=
    ((hasDerivAt_id' E).sub_const μ).const_mul β
  have hc := (hasDerivAt_fermi (β * (E - μ))).comp E hin
  have hd : HasDerivAt (fun ε => fermi (β * (ε - μ)))
      (-thermalWindow (β * (E - μ)) * (β * 1)) E := hc
  have harg : ω / β * (β * (E - μ)) + (ω * μ + φ) = ω * E + φ := by
    rw [← mul_assoc, div_mul_cancel₀ _ hβ.ne']
    ring
  rw [hd.deriv, harg]
  ring
```

The last theorem proves the strict bounds by treating negative and positive `X` separately. Thermal averaging thus reduces the amplitude of the cosine without reversing its sign.

```lean
/-- For nonzero argument the thermal factor lies strictly between zero and one. -/
theorem thermalDamping_mem_Ioo {X : ℝ} (hX : X ≠ 0) : thermalDamping X ∈ Ioo (0 : ℝ) 1 := by
  unfold thermalDamping
  rcases lt_or_gt_of_ne hX with h | h
  · have hs : Real.sinh X < X := Real.sinh_lt_self_iff.2 h
    exact ⟨div_pos_of_neg_of_neg h (hs.trans h), (div_lt_one_of_neg (hs.trans h)).2 hs⟩
  · have hs : X < Real.sinh X := Real.self_lt_sinh_iff.2 h
    exact ⟨div_pos h (h.trans hs), (div_lt_one (h.trans hs)).2 hs⟩

end

end LifshitzKosevich
```

```lean
#print axioms LifshitzKosevich.integral_cos_fermi
-- 'LifshitzKosevich.integral_cos_fermi' depends on axioms: [propext, Classical.choice, Quot.sound]
#print axioms LifshitzKosevich.lifshitz_kosevich
-- 'LifshitzKosevich.lifshitz_kosevich' depends on axioms: [propext, Classical.choice, Quot.sound]
#print axioms LifshitzKosevich.thermalDamping_mem_Ioo
-- 'LifshitzKosevich.thermalDamping_mem_Ioo' depends on axioms: [propext, Classical.choice, Quot.sound]
```
